# The condition number of exp(−βK) for Hermitian K, and when it exceeds 2⁵³ on the square lattice

For a finite Hermitian matrix K with lowest and highest eigenvalues e_min and e_max, and for β ≥ 0, the spectral-norm condition number of exp(−βK) is

κ = exp(β(e_max − e_min)).

For nearest-neighbour hopping t ≥ 0 on a periodic L × L square lattice, with L even and at least 4, this is exp(8βt). It exceeds 2⁵³ exactly when βt > 53 ln(2)/8 ≈ 4.59.

## Scales in an imaginary-time propagator

Propagation over imaginary time β multiplies each eigenmode of the one-particle Hamiltonian K by its own Boltzmann factor. At low temperature the largest and smallest factors differ by many orders of magnitude. Double precision carries 53 significant binary digits, so once their ratio passes 2⁵³ the smallest scale lies below the relative rounding unit of the largest.

Determinant quantum Monte Carlo stabilises its matrix products against this spread; the formula gives its size for the non-interacting propagator, without auxiliary fields. The step from a large condition number to the actual error of a floating-point run depends on the algorithm and is not part of the model.

## From eigenvalues to the condition number

Write K = U diag(ε_i) U†, with U unitary and ε_i real. If Kv = ev with v ≠ 0, then w = U†v is nonzero and (ε_i − e)w_i = 0 for every i. Some w_i is nonzero, so e = ε_i. Conversely, column i of U is an eigenvector with eigenvalue ε_i. Exponentiation gives

exp(−βK) = U diag(exp(−βε_i)) U†.

Unitary factors preserve the spectral norm, and a diagonal matrix has the norm of its largest entry in modulus. Since β ≥ 0,

‖exp(−βK)‖ = exp(−βe_min).

The inverse is exp(βK), with norm exp(βe_max). The product of the two norms is κ.

## The band edges of the lattice

Hopping acts on a wavefunction v as

(Kv)(x,y) = −t[v(x+1,y) + v(x−1,y) + v(x,y+1) + v(x,y−1)].

The uniform vector v = 1 has eigenvalue −4t. The checkerboard v = (−1)^(x+y) is consistent around the boundary because L is even; it changes sign on every hop and has eigenvalue 4t.

No eigenvalue lies outside these two. At a site (x,y) where |v| is largest, the eigenvalue equation gives

|e| |v(x,y)| ≤ 4t |v(x,y)|,

and v(x,y) ≠ 0, so |e| ≤ 4t. Hence e_max − e_min = 8t and κ = exp(8βt). Because 2⁵³ = exp(53 ln 2), κ > 2⁵³ is equivalent to 8βt > 53 ln 2.

## The statement in Lean

`energies K` is the set of real eigenvalues, `propagator β K` is the matrix exponential of −βK, and `cond A` is `‖A‖ * ‖A⁻¹‖` in the operator norm induced by the Euclidean norm. In `cond_propagator`, `IsLeast` and `IsGreatest` say that `emin` and `emax` are themselves eigenvalues and bound all the others.

Lattice sites are pairs in `ZMod L × ZMod L`, which builds in the periodic boundary. `hopping L t` has entry −t between neighbours and zero elsewhere, for one spin species. At L = 2 opposite neighbours coincide and `neighbours`, being a set, counts them once; the condition L ≥ 4 excludes this case.

```lean
import Mathlib

open Matrix

namespace PropagatorConditioning

noncomputable section

variable {n : Type*} [Fintype n] [DecidableEq n]

/-- The real eigenvalues of a one-particle matrix `K`. -/
def energies (K : Matrix n n ℂ) : Set ℝ :=
  {e | ∃ v : n → ℂ, v ≠ 0 ∧ K *ᵥ v = (e : ℂ) • v}

/-- The imaginary-time propagator `exp(-β K)`. -/
def propagator (β : ℝ) (K : Matrix n n ℂ) : Matrix n n ℂ :=
  NormedSpace.exp (((-β : ℝ) : ℂ) • K)

/-- A matrix with real diagonal form `ε` in a unitary basis has exactly the entries of `ε`
as its real eigenvalues. -/
theorem energies_eq_range {U : Matrix n n ℂ} (hU : U ∈ unitaryGroup n ℂ) (ε : n → ℝ) :
    energies (U * diagonal (fun i => (ε i : ℂ)) * star U) = Set.range ε := by
  have hU1 : star U * U = 1 := mem_unitaryGroup_iff'.mp hU
  have hU2 : U * star U = 1 := mem_unitaryGroup_iff.mp hU
  ext e
  constructor
  · rintro ⟨v, hv, h⟩
    -- pass to the amplitudes in the eigenbasis
    have hw : star U *ᵥ v ≠ 0 := by
      intro h0
      apply hv
      calc v = (U * star U) *ᵥ v := by rw [hU2, one_mulVec]
        _ = U *ᵥ (star U *ᵥ v) := (mulVec_mulVec _ _ _).symm
        _ = 0 := by rw [h0, mulVec_zero]
    have hD : diagonal (fun i => (ε i : ℂ)) *ᵥ (star U *ᵥ v)
        = (e : ℂ) • (star U *ᵥ v) := by
      calc _ = star U *ᵥ ((U * diagonal (fun i => (ε i : ℂ)) * star U) *ᵥ v) := by
            rw [mulVec_mulVec, mulVec_mulVec, ← mul_assoc, ← mul_assoc, hU1, one_mul]
        _ = _ := by rw [h, mulVec_smul]
    obtain ⟨i, hi⟩ := Function.ne_iff.mp hw
    have h1 := congrFun hD i
    rw [mulVec_diagonal, Pi.smul_apply, smul_eq_mul] at h1
    exact ⟨i, by exact_mod_cast mul_right_cancel₀ hi h1⟩
  · rintro ⟨i, rfl⟩
    refine ⟨U *ᵥ Pi.single i 1, ?_, ?_⟩
    · intro h0
      have h1 : (Pi.single i 1 : n → ℂ) = 0 := by
        calc (Pi.single i 1 : n → ℂ) = (star U * U) *ᵥ Pi.single i 1 := by
              rw [hU1, one_mulVec]
          _ = star U *ᵥ (U *ᵥ Pi.single i 1) := (mulVec_mulVec _ _ _).symm
          _ = 0 := by rw [h0, mulVec_zero]
      have h2 := congrFun h1 i
      simp at h2
    · have hs : diagonal (fun i => (ε i : ℂ)) *ᵥ (Pi.single i 1 : n → ℂ)
          = (ε i : ℂ) • (Pi.single i 1 : n → ℂ) := by
        funext j
        rw [mulVec_diagonal]
        by_cases h : j = i <;> simp [h]
      calc _ = U *ᵥ (diagonal (fun i => (ε i : ℂ)) *ᵥ Pi.single i 1) := by
            rw [mulVec_mulVec, mulVec_mulVec, mul_assoc, hU1, mul_one]
        _ = _ := by rw [hs, mulVec_smul]

/-- In a unitary eigenbasis the propagator is diagonal, with entries `exp(-β ε i)`. -/
theorem propagator_eq {U : Matrix n n ℂ} (hU : U ∈ unitaryGroup n ℂ) (ε : n → ℝ) (β : ℝ) :
    propagator β (U * diagonal (fun i => (ε i : ℂ)) * star U)
      = U * diagonal (fun i => ((Real.exp (-β * ε i) : ℝ) : ℂ)) * star U := by
  have hU1 : star U * U = 1 := mem_unitaryGroup_iff'.mp hU
  have hU2 : U * star U = 1 := mem_unitaryGroup_iff.mp hU
  have hinv : U⁻¹ = star U := inv_eq_right_inv hU2
  have hu : IsUnit U := ⟨⟨U, star U, hU2, hU1⟩, rfl⟩
  have hd : diagonal (fun i => ((-β * ε i : ℝ) : ℂ))
      = ((-β : ℝ) : ℂ) • diagonal (fun i => (ε i : ℂ)) := by
    ext i j
    by_cases h : i = j <;> simp [h]
  have hs : ((-β : ℝ) : ℂ) • (U * diagonal (fun i => (ε i : ℂ)) * star U)
      = U * diagonal (fun i => ((-β * ε i : ℝ) : ℂ)) * U⁻¹ := by
    rw [hd, hinv, Matrix.mul_smul, Matrix.smul_mul]
  have he : NormedSpace.exp (fun i => ((-β * ε i : ℝ) : ℂ))
      = fun i => ((Real.exp (-β * ε i) : ℝ) : ℂ) := by
    funext i
    have h := NormedSpace.map_exp (Pi.evalRingHom (fun _ : n => ℂ) i) (continuous_apply i)
      (fun i => ((-β * ε i : ℝ) : ℂ))
    rw [Complex.ofReal_exp, Complex.exp_eq_exp_ℂ]
    exact h
  unfold propagator
  rw [hs, Matrix.exp_conj _ _ hu, Matrix.exp_diagonal, hinv, he]

open scoped Matrix.Norms.L2Operator

/-- The spectral-norm condition number `‖A‖ ‖A⁻¹‖` of an invertible matrix `A`. -/
def cond (A : Matrix n n ℂ) : ℝ := ‖A‖ * ‖A⁻¹‖

/-- For Hermitian `K`, the spectral norm of `exp(-β K)` is `exp(-β m)`, where `m` is an
eigenvalue of `K` that minimises `β e` over all eigenvalues `e`. -/
theorem norm_propagator {K : Matrix n n ℂ} (hK : K.IsHermitian) {β m : ℝ}
    (hm : m ∈ energies K) (hmin : ∀ e ∈ energies K, β * m ≤ β * e) :
    ‖propagator β K‖ = Real.exp (-β * m) := by
  obtain ⟨U, hU, ε, rfl⟩ : ∃ U ∈ unitaryGroup n ℂ, ∃ ε : n → ℝ,
      K = U * diagonal (fun i => (ε i : ℂ)) * star U :=
    ⟨_, hK.eigenvectorUnitary.2, hK.eigenvalues, hK.spectral_theorem⟩
  rw [energies_eq_range hU] at hm hmin
  obtain ⟨i, rfl⟩ := hm
  have hU' : star U ∈ unitaryGroup n ℂ :=
    mem_unitaryGroup_iff.mpr (by rw [star_star]; exact mem_unitaryGroup_iff'.mp hU)
  have hn : ∀ j, ‖((Real.exp (-β * ε j) : ℝ) : ℂ)‖ = Real.exp (-β * ε j) := fun j => by
    rw [Complex.norm_real, Real.norm_of_nonneg (Real.exp_pos _).le]
  -- unitary factors preserve the norm; a diagonal matrix has the norm of its largest entry
  rw [propagator_eq hU, CStarRing.norm_mul_mem_unitary _ hU',
    CStarRing.norm_mem_unitary_mul _ hU, Matrix.l2_opNorm_diagonal]
  apply le_antisymm
  · refine (pi_norm_le_iff_of_nonneg (Real.exp_pos _).le).2 fun j => (hn j).le.trans ?_
    rw [Real.exp_le_exp]
    linarith [hmin (ε j) ⟨j, rfl⟩]
  · exact (hn i).ge.trans
      (norm_le_pi_norm (fun j => ((Real.exp (-β * ε j) : ℝ) : ℂ)) i)

/-- For Hermitian `K` and `β ≥ 0`, the condition number of `exp(-β K)` is the exponential of
`β` times the difference between the highest and lowest eigenvalues. -/
theorem cond_propagator {K : Matrix n n ℂ} (hK : K.IsHermitian) {β emin emax : ℝ}
    (hβ : 0 ≤ β) (hmin : IsLeast (energies K) emin) (hmax : IsGreatest (energies K) emax) :
    cond (propagator β K) = Real.exp (β * (emax - emin)) := by
  -- the inverse propagates backwards in imaginary time
  have hinv : (propagator β K)⁻¹ = propagator (-β) K := by
    unfold propagator
    rw [← Matrix.exp_neg]
    congr 1
    push_cast
    module
  unfold cond
  rw [hinv, norm_propagator hK hmin.1
      (fun e he => mul_le_mul_of_nonneg_left (hmin.2 he) hβ),
    norm_propagator hK hmax.1
      (fun e he => by linarith [mul_le_mul_of_nonneg_left (hmax.2 he) hβ]),
    ← Real.exp_add]
  congr 1
  ring

/-- The nearest neighbours of a site on the periodic `L × L` square lattice. -/
def neighbours {L : ℕ} (i : ZMod L × ZMod L) : Finset (ZMod L × ZMod L) :=
  {(i.1 + 1, i.2), (i.1 - 1, i.2), (i.1, i.2 + 1), (i.1, i.2 - 1)}

/-- The hopping matrix: `-t` between nearest neighbours and zero elsewhere. -/
def hopping (L : ℕ) (t : ℝ) : Matrix (ZMod L × ZMod L) (ZMod L × ZMod L) ℂ :=
  Matrix.of fun i j => if j ∈ neighbours i then -(t : ℂ) else 0

/-- The hopping matrix with real amplitude is Hermitian. -/
theorem hopping_isHermitian (L : ℕ) (t : ℝ) : (hopping L t).IsHermitian := by
  have hs : ∀ i j : ZMod L × ZMod L, j ∈ neighbours i → i ∈ neighbours j := by
    intro i j
    simp only [neighbours, Finset.mem_insert, Finset.mem_singleton, Prod.ext_iff]
    rintro (⟨h1, h2⟩ | ⟨h1, h2⟩ | ⟨h1, h2⟩ | ⟨h1, h2⟩) <;> simp [h1, h2]
  refine Matrix.IsHermitian.ext fun i j => ?_
  have hij : i ∈ neighbours j ↔ j ∈ neighbours i := ⟨hs j i, hs i j⟩
  simp only [hopping, Matrix.of_apply, hij]
  split_ifs <;> simp

variable {L : ℕ} [NeZero L]

/-- For `L ≥ 3`, hopping sends a wavefunction to `-t` times the sum of its values on the four
neighbouring sites. -/
theorem hopping_mulVec (hL : 3 ≤ L) (t : ℝ) (v : ZMod L × ZMod L → ℂ) (x y : ZMod L) :
    (hopping L t *ᵥ v) (x, y)
      = -(t : ℂ) * (v (x + 1, y) + v (x - 1, y) + v (x, y + 1) + v (x, y - 1)) := by
  have h1 : (1 : ZMod L) ≠ 0 := by
    intro h
    have hd := (CharP.cast_eq_zero_iff (ZMod L) L 1).1 (by exact_mod_cast h)
    have := Nat.le_of_dvd (by norm_num) hd
    omega
  have h2 : (2 : ZMod L) ≠ 0 := by
    intro h
    have hd := (CharP.cast_eq_zero_iff (ZMod L) L 2).1 (by exact_mod_cast h)
    have := Nat.le_of_dvd (by norm_num) hd
    omega
  have hx : ∀ a : ZMod L, a + 1 ≠ a - 1 := fun a h => h2 (by linear_combination h)
  -- the four neighbours are distinct, so the sum has four terms
  simp only [Matrix.mulVec, dotProduct, hopping, Matrix.of_apply, ite_mul, zero_mul,
    Finset.sum_ite_mem, Finset.univ_inter]
  simp only [neighbours]
  rw [Finset.sum_insert (by simp [h1, hx]), Finset.sum_insert (by simp [h1]),
    Finset.sum_insert (by simp [hx]), Finset.sum_singleton]
  ring

/-- For even `L ≥ 4` and `t ≥ 0`, the lowest and highest eigenvalues of the hopping matrix
are `-4t` and `4t`. -/
theorem hopping_extreme_energies (hL : 4 ≤ L) (hE : Even L) {t : ℝ} (ht : 0 ≤ t) :
    IsLeast (energies (hopping L t)) (-(4 * t)) ∧
      IsGreatest (energies (hopping L t)) (4 * t) := by
  have hL3 : 3 ≤ L := by omega
  -- compare amplitudes at the site where the eigenvector is largest
  have bound : ∀ e ∈ energies (hopping L t), |e| ≤ 4 * t := by
    rintro e ⟨v, hv, h⟩
    obtain ⟨⟨x, y⟩, hmax⟩ := Finite.exists_max (fun p => ‖v p‖)
    have hm : ∀ p, ‖v p‖ ≤ ‖v (x, y)‖ := hmax
    have hpos : 0 < ‖v (x, y)‖ := by
      obtain ⟨p, hp⟩ := Function.ne_iff.mp hv
      exact (norm_pos_iff.2 hp).trans_le (hm p)
    have h1 := congrArg norm (congrFun h (x, y))
    rw [hopping_mulVec hL3, Pi.smul_apply, smul_eq_mul, norm_mul, norm_mul, norm_neg,
      Complex.norm_real, Complex.norm_real, Real.norm_of_nonneg ht, Real.norm_eq_abs] at h1
    have h2 : ‖v (x + 1, y) + v (x - 1, y) + v (x, y + 1) + v (x, y - 1)‖
        ≤ 4 * ‖v (x, y)‖ := by
      linarith [norm_add_le (v (x + 1, y) + v (x - 1, y) + v (x, y + 1)) (v (x, y - 1)),
        norm_add_le (v (x + 1, y) + v (x - 1, y)) (v (x, y + 1)),
        norm_add_le (v (x + 1, y)) (v (x - 1, y)),
        hm (x + 1, y), hm (x - 1, y), hm (x, y + 1), hm (x, y - 1)]
    refine le_of_mul_le_mul_right ?_ hpos
    rw [← h1]
    linarith [mul_le_mul_of_nonneg_left h2 ht]
  refine ⟨⟨⟨fun _ => 1, ?_, ?_⟩, fun e he => (abs_le.1 (bound e he)).1⟩,
    ⟨?_, fun e he => (abs_le.1 (bound e he)).2⟩⟩
  · intro h
    simpa using congrFun h (0, 0)
  · funext ⟨x, y⟩
    rw [hopping_mulVec hL3]
    simp only [Pi.smul_apply, smul_eq_mul]
    push_cast
    ring
  · -- the checkerboard sign changes on every hop
    obtain ⟨g, g0, g1, g2⟩ : ∃ g : ZMod 2 → ℂ, g 0 = 1 ∧
        (∀ a, g (a + 1) = -g a) ∧ (∀ a, g (a - 1) = -g a) := by
      have k1 : ∀ a : ZMod 2, a + 1 = 0 ↔ ¬ a = 0 := by decide
      have k2 : ∀ a : ZMod 2, a - 1 = 0 ↔ ¬ a = 0 := by decide
      refine ⟨fun a => if a = 0 then 1 else -1, if_pos rfl, fun a => ?_, fun a => ?_⟩
      · simp only [k1]
        by_cases h : a = 0 <;> simp [h]
      · simp only [k2]
        by_cases h : a = 0 <;> simp [h]
    let π := ZMod.castHom hE.two_dvd (ZMod 2)
    refine ⟨fun p => g (π p.1 + π p.2), ?_, ?_⟩
    · intro h
      have h0 := congrFun h (0, 0)
      simp [g0] at h0
    · funext ⟨x, y⟩
      have s1 : g (π (x + 1) + π y) = -g (π x + π y) := by
        rw [map_add, map_one, add_right_comm, g1]
      have s2 : g (π (x - 1) + π y) = -g (π x + π y) := by
        rw [map_sub, map_one, sub_add_eq_add_sub, g2]
      have s3 : g (π x + π (y + 1)) = -g (π x + π y) := by
        rw [map_add, map_one, ← add_assoc, g1]
      have s4 : g (π x + π (y - 1)) = -g (π x + π y) := by
        rw [map_sub, map_one, ← add_sub_assoc, g2]
      rw [hopping_mulVec hL3]
      simp only [Pi.smul_apply, smul_eq_mul, s1, s2, s3, s4]
      push_cast
      ring

/-- For even `L ≥ 4`, `t ≥ 0` and `β ≥ 0`, the condition number of the lattice propagator
is `exp(8 β t)`. -/
theorem cond_hopping (hL : 4 ≤ L) (hE : Even L) {t β : ℝ} (ht : 0 ≤ t) (hβ : 0 ≤ β) :
    cond (propagator β (hopping L t)) = Real.exp (8 * (β * t)) := by
  obtain ⟨hmin, hmax⟩ := hopping_extreme_energies hL hE ht
  rw [cond_propagator (hopping_isHermitian L t) hβ hmin hmax]
  congr 1
  ring

/-- For even `L ≥ 4`, `t ≥ 0` and `β ≥ 0`, the condition number of the lattice propagator
exceeds `2^53` exactly when `β t > 53 ln(2) / 8`. -/
theorem cond_hopping_exceeds_iff (hL : 4 ≤ L) (hE : Even L) {t β : ℝ}
    (ht : 0 ≤ t) (hβ : 0 ≤ β) :
    (2 : ℝ) ^ 53 < cond (propagator β (hopping L t)) ↔ 53 * Real.log 2 / 8 < β * t := by
  have h := Real.exp_nat_mul (Real.log 2) 53
  rw [Real.exp_log (by norm_num), Nat.cast_ofNat] at h
  rw [cond_hopping hL hE ht hβ, ← h, Real.exp_lt_exp]
  constructor <;> intro h' <;> linarith

end

end PropagatorConditioning
```

```lean
#print axioms PropagatorConditioning.cond_hopping_exceeds_iff
-- 'PropagatorConditioning.cond_hopping_exceeds_iff' depends on axioms: [propext, Classical.choice, Quot.sound]
```

## The proof, lemma by lemma

`energies_eq_range` identifies the eigenvalues with the diagonal entries by passing to w = U†v, and `propagator_eq` exponentiates them. `norm_propagator` takes U and ε from the spectral theorem, removes the unitary factors and bounds the diagonal norm from both sides. Its `m` minimises βe, so the lemma holds for either sign of β. `cond_propagator` uses it twice, at β with e_min and at −β with e_max.

`hopping_isHermitian` follows from the symmetry of the neighbour relation. `hopping_mulVec` shows that 1 and 2 are nonzero modulo L, so the four neighbours are distinct and the sum has four terms.

In `hopping_extreme_energies`, `Finite.exists_max` picks the site of largest amplitude, and the triangle inequality gives `bound`. The two explicit eigenvectors then show that the bounds are attained. Here `π` is reduction modulo 2, not the number, and `g` turns parity into a sign.

`cond_hopping` inserts the band edges into the general formula. `cond_hopping_exceeds_iff` rewrites 2⁵³ as an exponential and compares exponents with `Real.exp_lt_exp`.
